# Benzene has 13 substitution patterns up to symmetry with one kind of substituent, and counting trisubstituted derivatives tells ortho, meta and para apart

Up to the symmetries of a regular hexagon, the ways of placing identical substituents on benzene's six ring sites fall into exactly 13 classes, three of them disubstituted. A third identical substituent leads from the ortho, meta and para patterns to 2, 3 and 1 classes respectively, and two disubstituted patterns are equivalent exactly when these numbers agree.

```lean
import Mathlib

open Finset
open scoped Pointwise

namespace BenzeneIsomers

/-- The six ring sites of benzene, numbered cyclically. -/
abbrev Site := ZMod 6

/-- The symmetry group of the regular hexagon, of order 12. -/
abbrev D6 := DihedralGroup 6

/-- Rotations shift the site number; reflections reverse the sense of numbering. -/
def move : D6 → Site → Site
  | .r i, x => x + i
  | .sr i, x => -x - i

/-- The hexagon symmetries act on the ring sites. -/
instance siteAction : MulAction D6 Site where
  smul := move
  one_smul x := by
    change x + 0 = x
    exact add_zero x
  mul_smul g h x := by
    change move (g * h) x = move g (move h x)
    rcases g with i | i <;> rcases h with j | j <;>
      simp only [DihedralGroup.r_mul_r, DihedralGroup.r_mul_sr,
        DihedralGroup.sr_mul_r, DihedralGroup.sr_mul_sr, move] <;> ring

/-- Two substitution patterns (sets of occupied sites) are equivalent when a symmetry
of the hexagon carries one to the other. -/
instance samePattern : Setoid (Finset Site) := MulAction.orbitRel D6 (Finset Site)

/-- Equivalence of patterns is decided by trying all twelve symmetries. -/
instance decidableSame (S T : Finset Site) : Decidable (S ≈ T) :=
  decidable_of_iff (∃ g : D6, g • T = S) Iff.rfl

/-- The orbits of substitution patterns under the hexagon symmetries. -/
abbrev Isomer := Quotient samePattern

/-- The isomers with exactly `k` substituents. -/
def isomersWith (k : ℕ) : Finset Isomer :=
  (powersetCard k (univ : Finset Site)).image (fun S => (⟦S⟧ : Isomer))

/-- The isomers obtained from a pattern by placing one more substituent on a free site. -/
def derivatives (S : Finset Site) : Finset Isomer :=
  Sᶜ.image (fun x => (⟦insert x S⟧ : Isomer))

/-- Two substituents on adjacent sites. -/
def orthoPair : Finset Site := {0, 1}

/-- Two substituents separated by one site. -/
def metaPair : Finset Site := {0, 2}

/-- Two substituents on opposite sites. -/
def paraPair : Finset Site := {0, 3}

/-- The numbers of patterns left unchanged by each of the twelve symmetries add up to 156. -/
theorem sum_fixed_patterns :
    ∑ g : D6, (univ.filter (fun S : Finset Site => g • S = S)).card = 156 := by
  decide +kernel

/-- Burnside's lemma: the numbers of configurations fixed by each symmetry add up to
the number of orbits times the order of the group. -/
theorem burnside_count (G X : Type) [Group G] [MulAction G X] [Fintype G] [Finite X] :
    ∑ g : G, Nat.card (MulAction.fixedBy X g)
      = Nat.card (Quotient (MulAction.orbitRel G X)) * Nat.card G := by
  let _ : ∀ g : G, Fintype (MulAction.fixedBy X g) := fun g => Fintype.ofFinite _
  let _ : Fintype (Quotient (MulAction.orbitRel G X)) := Fintype.ofFinite _
  have h := MulAction.sum_card_fixedBy_eq_card_orbits_mul_card_group G X
  simp only [← Nat.card_eq_fintype_card] at h
  exact h

/-- With one kind of substituent, benzene has 13 substitution patterns up to symmetry, counting the
unsubstituted and the fully substituted ring. -/
theorem card_isomers : Nat.card Isomer = 13 := by
  let _ : ∀ g : D6, Fintype (MulAction.fixedBy (Finset Site) g) :=
    fun g => Fintype.ofFinite _
  -- fixed patterns summed over the group = orbits times group order
  have burnside : ∑ g : D6, Nat.card (MulAction.fixedBy (Finset Site) g)
      = Nat.card Isomer * Nat.card D6 := burnside_count D6 (Finset Site)
  have fixed : ∀ g : D6, Nat.card (MulAction.fixedBy (Finset Site) g)
      = (univ.filter (fun S : Finset Site => g • S = S)).card := by
    intro g
    rw [Nat.card_eq_fintype_card]
    exact Fintype.card_of_subtype _ (by intro S; simp [MulAction.mem_fixedBy])
  have order : Nat.card D6 = 12 := by
    rw [Nat.card_eq_fintype_card]
    exact DihedralGroup.card
  rw [Finset.sum_congr rfl (fun g _ => fixed g), sum_fixed_patterns, order] at burnside
  omega

/-- The numbers of isomers with zero, one, ..., six substituents are 1, 1, 3, 3, 3, 1, 1. -/
theorem isomers_by_substituents :
    (List.range 7).map (fun k => (isomersWith k).card) = [1, 1, 3, 3, 3, 1, 1] := by
  decide +kernel

/-- The disubstituted isomers are ortho, meta and para, and these three are distinct. -/
theorem disubstituted_isomers :
    isomersWith 2 = {⟦orthoPair⟧, ⟦metaPair⟧, ⟦paraPair⟧} ∧ (isomersWith 2).card = 3 := by
  decide +kernel

/-- Patterns related by a symmetry of the hexagon have the same derivatives. -/
theorem derivatives_smul (g : D6) (S : Finset Site) :
    derivatives (g • S) = derivatives S := by
  have key : ∀ (g : D6) (S : Finset Site), derivatives S ⊆ derivatives (g • S) := by
    intro g S q hq
    simp only [derivatives, mem_image, mem_compl] at hq ⊢
    obtain ⟨x, hx, rfl⟩ := hq
    -- the symmetry carries the free site x to a free site of the moved pattern
    refine ⟨g • x, by rwa [Finset.smul_mem_smul_finset_iff], ?_⟩
    rw [← Finset.smul_finset_insert]
    exact Quotient.sound ⟨g, rfl⟩
  have back := key g⁻¹ (g • S)
  rw [inv_smul_smul] at back
  exact Finset.Subset.antisymm back (key g S)

/-- A third identical substituent leads from the ortho, meta and para patterns to
2, 3 and 1 trisubstituted isomers respectively. -/
theorem korner_numbers :
    (derivatives orthoPair).card = 2 ∧ (derivatives metaPair).card = 3 ∧
      (derivatives paraPair).card = 1 := by
  decide +kernel

/-- Körner's method: two disubstituted patterns are the same isomer exactly when they
have equally many trisubstituted derivatives. -/
theorem korner_method (S T : Finset Site) (hS : S.card = 2) (hT : T.card = 2) :
    (⟦S⟧ : Isomer) = ⟦T⟧ ↔ (derivatives S).card = (derivatives T).card := by
  -- a finite check over the fifteen pairs of sites
  have check : ∀ S ∈ powersetCard 2 (univ : Finset Site),
      ∀ T ∈ powersetCard 2 (univ : Finset Site),
        ((⟦S⟧ : Isomer) = ⟦T⟧ ↔ (derivatives S).card = (derivatives T).card) := by
    decide +kernel
  exact check S (mem_powersetCard.mpr ⟨subset_univ S, hS⟩)
    T (mem_powersetCard.mpr ⟨subset_univ T, hT⟩)

end BenzeneIsomers
```

```lean
#print axioms BenzeneIsomers.card_isomers
-- 'BenzeneIsomers.card_isomers' depends on axioms: [propext, Classical.choice, Quot.sound]
#print axioms BenzeneIsomers.derivatives_smul
-- 'BenzeneIsomers.derivatives_smul' depends on axioms: [propext, Classical.choice, Quot.sound]
#print axioms BenzeneIsomers.korner_numbers
-- 'BenzeneIsomers.korner_numbers' depends on axioms: [propext, Classical.choice, Quot.sound]
#print axioms BenzeneIsomers.korner_method
-- 'BenzeneIsomers.korner_method' depends on axioms: [propext, Classical.choice, Quot.sound]
```

## Patterns, symmetries and isomers

The ring sites are numbered 0 to 5, with arithmetic modulo 6, so that site 5 is next to site 0. This is the type `Site`, which is `ZMod 6`. Chemical nomenclature numbers the ring from 1, so the site set \(\{0,1\}\) is the 1,2-pattern.

A substitution pattern is the set \(S\) of occupied sites, a `Finset Site`. Every site either carries the substituent or carries hydrogen, which gives \(2^6=64\) patterns.

The symmetry group `D6` has twelve elements, six rotations \(r_i\) and six reflections \(s_i\), with \(i\) again taken modulo 6. In Lean they are written `.r i` and `.sr i`, and the function `move` lets them act by

\[
r_i(x)=x+i,\qquad s_i(x)=-x-i .
\]

A symmetry \(g\) acts on a pattern by moving every occupied site: \(gS=\{g(x): x\in S\}\). This is the meaning of `g • S`. Two patterns are equivalent if some \(g\) carries one to the other, and an `Isomer` is an equivalence class, that is, an orbit. In chemistry, compounds are isomers of one another only if they have the same molecular formula, so among these classes only those with equally many substituents are isomers of one another. The total of 13 runs over all seven possible numbers of substituents. The notation `⟦S⟧` stands for the isomer of the pattern \(S\).

Two further definitions carry the chemistry. `isomersWith k` is the set of isomers that have a representative with \(k\) occupied sites. `derivatives S` is the set of isomers reached from \(S\) by occupying one free site. Since it is a set of isomers, two free sites that lead to equivalent products contribute one element.

With these definitions the main theorems read as follows.

- `card_isomers`: there are 13 classes in all, including the unsubstituted and the fully substituted ring.
- `isomers_by_substituents`: for zero to six substituents the numbers of isomers are 1, 1, 3, 3, 3, 1, 1.
- `disubstituted_isomers`: the isomers with two substituents are those of \(\{0,1\}\), \(\{0,2\}\) and \(\{0,3\}\), and they are three different isomers.
- `korner_numbers`: these three patterns have 2, 3 and 1 derivatives.
- `korner_method`: for patterns \(S\) and \(T\) with two occupied sites each, \(S\) and \(T\) are the same isomer if and only if they have equally many derivatives.

The restriction to two occupied sites in the last theorem matters. The empty ring has one derivative, and so does the para pattern.

## The chemistry in the order-12 group

Choosing the full hexagon group is a physical assumption: all six ring bonds are equivalent. A rigid ring with alternating single and double bonds would have only half of these symmetries, and its ortho pattern would split in two, according to whether the substituted carbons share a single or a double bond.

The point group of benzene has order 24, but reflection in the molecular plane leaves every ring site where it is, so only twelve different permutations of the sites remain. The reflections in `D6` don't merge mirror-image molecules that ought to be kept apart, because each of them can also be carried out by turning the planar ring over in space.

The substituents are structureless labels. Their conformations, their own chirality and any steric distortion of the ring are absent, and so are mixed substituents such as one bromine and one nitro group. Nothing is said about energies, yields or reaction rates.

The laboratory form of Körner's method adds an experimental premise to the combinatorics. A chemist who isolates two trisubstituted products from a disubstituted benzene may conclude that it is the ortho compound only if a third possible product has neither been overlooked nor failed to form. The theorem concerns the complete set of possible derivatives.

## Why the moves form a group action

Applying two moves in succession must agree with multiplying the group elements. There are four cases:

\[
\begin{aligned}
r_i(r_j(x)) &= x+(i+j), & r_i(s_j(x)) &= -x-(j-i),\\
s_i(r_j(x)) &= -x-(i+j), & s_i(s_j(x)) &= x+(j-i).
\end{aligned}
\]

The right-hand sides are the actions of \(r_{i+j}\), \(s_{j-i}\), \(s_{i+j}\) and \(r_{j-i}\), which are the products as Mathlib defines them in `DihedralGroup`. The instance `siteAction` splits into the same four cases with `rcases`, rewrites each product by its multiplication rule and leaves the remaining identity to `ring`. The identity element is \(r_0\), which adds zero.

## Thirteen orbits from 156 fixed patterns

Burnside's lemma comes from counting in two ways the pairs \((g,S)\) with \(gS=S\). Let \(G\) be the group. For a fixed \(g\), the number of pairs is the number of patterns that \(g\) leaves unchanged. For a fixed \(S\), it is the order of the stabiliser \(G_S\), the subgroup that leaves \(S\) unchanged. The orbit of \(S\) has \(|G|/|G_S|\) members, all with stabilisers of the same order, so each orbit contributes \(|G|\) pairs in total. Hence

\[
\sum_{g\in G}\bigl|\{S: gS=S\}\bigr| = (\text{number of orbits})\cdot|G| .
\]

A pattern is unchanged by \(g\) exactly when each cycle of \(g\) on the sites is either fully occupied or fully empty. A symmetry with \(c\) cycles therefore fixes \(2^c\) patterns.

| Symmetries | Number | Cycles | Fixed patterns each | Contribution |
|---|---:|---:|---:|---:|
| \(r_0\) | 1 | 6 | 64 | 64 |
| \(r_1, r_5\) | 2 | 1 | 2 | 4 |
| \(r_2, r_4\) | 2 | 2 | 4 | 8 |
| \(r_3\) | 1 | 3 | 8 | 8 |
| \(s_0, s_2, s_4\) | 3 | 4 | 16 | 48 |
| \(s_1, s_3, s_5\) | 3 | 3 | 8 | 24 |

The reflections with even index pass through two opposite sites, which they fix, and exchange the other four in pairs. Those with odd index pass between sites and exchange all six in pairs. The contributions add up to 156, and \(156/12=13\).

In the file, `sum_fixed_patterns` obtains 156 by direct evaluation: `decide +kernel` has Lean's kernel run through all symmetries and patterns, without the cycle argument. `burnside_count` restates Mathlib's version of Burnside's lemma for any finite group acting on a finite set. The proof of `card_isomers` then identifies the two descriptions of the fixed patterns, inserts the group order 12 and lets `omega` solve \(156=12n\) for the number \(n\) of isomers.

## The classes for each number of substituents

A symmetry doesn't change the number of occupied sites, so the isomers can be sorted by that number. With no substituent there is one pattern. With one substituent there are six, all related by rotation.

Two occupied sites are separated by 1, 2 or 3 steps along the shorter way round the ring. Symmetries preserve this separation, and any two pairs with the same separation are related by a rotation. The three values are ortho, meta and para.

For three occupied sites, consider the steps from each one to the next around the ring. They are three positive numbers with sum 6, so up to order they are \(1,1,4\), or \(1,2,3\), or \(2,2,2\). Rotations and reflections can put the three steps in any order, so each list is one isomer. Representatives are \(\{0,1,2\}\), \(\{0,1,3\}\) and \(\{0,2,4\}\), the 1,2,3-, 1,2,4- and 1,3,5-isomers.

Exchanging occupied and free sites turns \(k\) substituents into \(6-k\) and respects equivalence, which gives the counts for four, five and six. The result is \(1,1,3,3,3,1,1\), with sum 13 as before. Lean establishes `isomers_by_substituents` and `disubstituted_isomers` by finite evaluation. For this it must be able to decide whether two patterns are equivalent, and `decidableSame` supplies the procedure: try all twelve symmetries.

## Körner's numbers 2, 3 and 1

The number of derivatives is useful for identifying a compound only if it doesn't depend on how the ring was numbered. Let \(x\) be a free site of \(S\). Then \(g(x)\) is a free site of \(gS\), and

\[
g(S\cup\{x\}) = gS\cup\{g(x)\}.
\]

Every derivative of \(S\) is therefore a derivative of \(gS\). Applying the same argument to \(g^{-1}\) and the pattern \(gS\) gives the reverse inclusion, so the two sets of derivatives are equal. This is `derivatives_smul`, which holds for patterns of every size. Its intermediate statement `key` is the first inclusion, `back` is the second, and `Finset.Subset.antisymm` combines them.

The derivatives of the three disubstituted patterns can be listed site by site.

| Pattern | Added site | Product |
|---|---|---|
| ortho \(\{0,1\}\) | 2 or 5 | 1,2,3 |
| | 3 or 4 | 1,2,4 |
| meta \(\{0,2\}\) | 1 | 1,2,3 |
| | 3 or 5 | 1,2,4 |
| | 4 | 1,3,5 |
| para \(\{0,3\}\) | 1, 2, 4 or 5 | 1,2,4 |

The numbers of products are 2, 3 and 1, as `korner_numbers` states.

The equivalence follows. If two disubstituted patterns are the same isomer, they have the same derivatives and so equally many. Conversely, every disubstituted pattern is ortho, meta or para, and these have different numbers of derivatives, so equal numbers mean the same isomer. The Lean proof of `korner_method` takes a more direct route: it checks the equivalence for every choice of \(S\) and \(T\) among the fifteen two-site patterns, and then applies the check to the given \(S\) and \(T\).

## Symmetry reduction in an enumeration code

The same reduction appears when a program prepares electronic-structure calculations for all substitution patterns of a ring or, with another finite symmetry group, for all occupations of a small set of lattice sites. In the benzene model with one kind of structureless substituent, 13 calculations replace 64.

A common implementation stores a pattern as a six-bit integer. It applies the twelve site permutations, takes the smallest resulting integer as the representative of the orbit, and keeps a pattern only if its representative is new. Two patterns are equivalent exactly when their representatives coincide.

Averages over patterns need the orbit sizes as weights. There are six ortho, six meta and three para patterns, so if all fifteen placements of two substituents are equally likely, the mean of a symmetry-invariant quantity \(E\) is

\[
\overline{E}=\frac{6E_{\text{ortho}}+6E_{\text{meta}}+3E_{\text{para}}}{15}.
\]

Averaging the three isomers with equal weights would give para too much influence. The orbit sizes also provide a test of the enumeration: over all 13 isomers they must add up to 64.
